# A one-coordinate Hubbard-U energy whose untransferred state stays a local minimum at every \(U\ge 0\)

Let a number \(x\) between 0 and 1 measure how far an electron has moved from one orbital to another, and let the energy be

\[
E(x) = -x + 4x(1-x) = 3x - 4x^2 .
\]

The transferred state \(x=1\) has energy \(-1\), and the untransferred state \(x=0\) has energy \(0\), so transfer pays. Yet the slope at \(x=0\) is \(+3\): the first bit of transfer costs energy, because it makes the occupation fractional. A downhill step from \(x=1/4\), where the slope is \(3-8x=1\), goes back towards \(x=0\). With step size \(1/4\) it arrives there at once and stays, one energy unit above the minimum.

This is the case \(D=1\), \(c=1\), \(k=2\), \(U=2\) of the family

\[
E_U(x) = (D-cU)\,x + kU\,x(1-x), \qquad 0\le x\le 1,
\]

with \(D>0\), \(0<c<k\) and \(U\ge 0\). Here \(D\) is the cost of complete transfer at \(U=0\), and \(c\) is the rate at which the Hubbard parameter \(U\) lowers the transferred state relative to the untransferred one. The constant \(k\) sets the strength of the penalty on fractional occupation, which has the same \(n(1-n)\) shape as the common DFT+U correction for an orbital of occupation \(n\). The condition \(c<k\) says that at the start of the transfer the penalty grows faster with \(U\) than the bias towards transfer does. The penalty vanishes at \(x=0\) and at \(x=1\), so it does not itself produce the bias \(c\). Both the bias and the condition \(c<k\) are assumed here, not derived from an electronic Hamiltonian.

## Two branches and their thresholds

**The untransferred state.** Since \(E_U(0)=0\), the sign of \(E_U(y)\) decides whether \(x=0\) is a minimum. Factor out \(y\):

\[
E_U(y) = y\,\bigl[D+(k-c)U-kUy\bigr].
\]

If \(0<y<D/(kU+1)\), then \(kUy\le (kU+1)y<D\), so the bracket exceeds \((k-c)U\ge 0\) and \(E_U(y)>0\). Hence \(x=0\) is a strict local minimum relative to \([0,1]\) for every \(U\ge 0\).

If it is also a global minimum, comparison with \(x=1\) gives \(0\le E_U(1)=D-cU\), that is, \(U\le D/c\). Conversely, if \(U\le D/c\), both terms of \(E_U(x)\) are nonnegative on \([0,1]\), and \(x=0\) is a global minimum.

**The transferred state.** Put \(y=1-t\), with \(t\) the distance from full transfer. Then

\[
E_U(1-t)-E_U(1) = -(D-cU)t+kU(1-t)t = t\,\bigl[(c+k)U-D-kUt\bigr].
\]

If \((c+k)U>D\), the bracket is positive for \(0<t<\bigl((c+k)U-D\bigr)/(kU+1)\), so \(x=1\) is a strict local minimum. Conversely, if \(x=1\) is a strict local minimum, the bracket is positive for some small \(t>0\), and therefore \((c+k)U-D>kUt\ge 0\). The threshold is \(U>D/(c+k)\). Because \(D/(c+k)<D/c\), both ends are already local minima before the energies cross at \(U=D/c\), and both remain so afterwards.

## Why a ramp in \(U\) stays behind

Take a sequence of nonnegative values \(U_0,U_1,\dots\) and a step size \(\eta\ge 0\). At each value make one downhill step and project the result onto \([0,1]\):

\[
x_{n+1}=\max\bigl(0,\min(1,\;x_n-\eta E_{U_n}'(x_n))\bigr).
\]

The slope can be written as

\[
E_U'(x)=D-cU+kU(1-2x)=D+U\,(k-c-2kx).
\]

For \(x\le (k-c)/(2k)\) the last term is nonnegative, so the slope is at least \(D\), whatever \(U\) is. Starting from \(0\le x_0\le (k-c)/(2k)\), induction gives

\[
0\le x_n\le \max(0,\;x_0-n\eta D).
\]

Indeed, the bound at \(n\) implies \(x_n\le x_0\), so the slope estimate applies and the next step lowers the coordinate by at least \(\eta D\), unless the projection stops it at zero. Once \((n+1)\eta D\ge x_0\), we have \(x_{n+1}=0\).

Suppose now that \(U_n>D/c\). For every \(y\) in \([0,1]\),

\[
E_{U_n}(y)-E_{U_n}(1)=(cU_n-D)(1-y)+kU_n\,y(1-y)\ge 0,
\]

so \(x=1\) is a global minimum, and the ramped state lies above it by \(E_{U_n}(0)-E_{U_n}(1)=cU_n-D>0\).

The limit of large \(U\) shows where the starting interval comes from. For \(U>0\) the slope vanishes at

\[
x^*=\frac{k-c}{2k}+\frac{D}{2kU},
\]

which is the top of the barrier between the two ends whenever \(x^*<1\). As \(U\to\infty\) it moves down towards \((k-c)/(2k)\) without reaching it, so a start in the interval is on the untransferred side at every \(U\).

For DFT+U practice this suggests care when each calculation is started from the occupations of the previous \(U\), though the argument concerns a single coordinate with a prescribed energy, not a self-consistent density.

## The energy and the ramp in Lean

The development works over the real numbers, with energies expressed in a fixed unit.

```lean
import Mathlib

open Set

namespace HubbardMetastableOccupation

noncomputable section
```

The energy is a function of the three constants, the Hubbard parameter and the coordinate. It is defined for all real `x`; the restriction to \([0,1]\) enters through the statements.

```lean
/-- Energy of the orbital-transfer coordinate `x` at Hubbard parameter `U`: a linear term
`(D - c U) x` plus the penalty `k U x (1 - x)` on fractional occupation. -/
def energy (D c k U x : ℝ) : ℝ := (D - c * U) * x + k * U * x * (1 - x)
```

The slope is written down separately, and its relation to the energy is proved below.

```lean
/-- The slope of the energy along the transfer coordinate. -/
def slope (D c k U x : ℝ) : ℝ := D - c * U + k * U * (1 - 2 * x)
```

A strict local minimum is taken relative to the physical interval: only points `y` in `Icc 0 1` compete. At an endpoint this is a one-sided condition, which is why \(x=0\) can be a minimum with a nonzero slope.

```lean
/-- `x` is a strict local minimum of `f` relative to the physical interval `[0,1]`: every other
point of the interval close enough to `x` has a higher energy. -/
def StrictLocalMin (f : ℝ → ℝ) (x : ℝ) : Prop :=
  ∃ δ > 0, ∀ y ∈ Icc (0 : ℝ) 1, y ≠ x → |y - x| < δ → f x < f y
```

The relaxation step is projected gradient descent, with `max 0 (min 1 …)` as the projection.

```lean
/-- One relaxation step: move down the slope with step size `η`, then project onto `[0,1]`. -/
def relax (D c k η U x : ℝ) : ℝ := max 0 (min 1 (x - η * slope D c k U x))
```

In the ramp, `U n` is the parameter used to pass from state `n` to state `n + 1`, as in the formula for \(x_{n+1}\) above. The schedule is an arbitrary function on the natural numbers and need not increase.

```lean
/-- The ramp: starting from `x₀`, the state is relaxed by one step at each of the successive
values `U 0, U 1, …`, always continuing from the previous state. -/
def ramp (D c k η : ℝ) (U : ℕ → ℝ) (x₀ : ℝ) : ℕ → ℝ
  | 0 => x₀
  | n + 1 => relax D c k η (U n) (ramp D c k η U x₀ n)
```

This fixes one particular meaning of ramping: one step per value of \(U\), with no noise and no other degrees of freedom.

## The slope is the derivative

The next theorem ties `slope` to `energy`, so that the ramp really does move down the energy. The proof differentiates the linear term and the product \(kUx\,(1-x)\) by the usual rules, and `ring` identifies the result with the stated formula.

```lean
/-- The slope is the derivative of the energy with respect to the transfer coordinate. -/
theorem hasDerivAt_energy (D c k U x : ℝ) :
    HasDerivAt (energy D c k U) (slope D c k U x) x := by
  have h := ((hasDerivAt_id' x).const_mul (D - c * U)).fun_add
    (((hasDerivAt_id' x).const_mul (k * U)).fun_mul ((hasDerivAt_id' x).const_sub 1))
  exact h.congr_deriv (by unfold slope; ring)
```

## Local stability at every \(U\), global stability up to \(D/c\)

The statement is a conjunction. Its first half says that \(x=0\) is a strict local minimum; its second half says that \(E_U(0)\le E_U(x)\) holds throughout \([0,1]\) if and only if \(U\le D/c\). The hypotheses are \(D>0\), \(0<c<k\) and \(U\ge 0\).

```lean
/-- For `D > 0`, `0 < c < k` and every `U ≥ 0`, the state `x = 0` is a strict local minimum
on `[0,1]`, and it is a global minimum there exactly when `U ≤ D / c`. -/
theorem untransferred_metastable {D c k U : ℝ} (hD : 0 < D) (hc : 0 < c) (hck : c < k)
    (hU : 0 ≤ U) :
    StrictLocalMin (energy D c k U) 0 ∧
      ((∀ x ∈ Icc (0 : ℝ) 1, energy D c k U 0 ≤ energy D c k U x) ↔ U ≤ D / c) := by
  have hk : 0 < k := hc.trans hck
  have hkU : 0 ≤ k * U := mul_nonneg hk.le hU
  have hpos : 0 < k * U + 1 := by linarith
  refine ⟨⟨D / (k * U + 1), div_pos hD hpos, fun y hy hne hd => ?_⟩, fun h => ?_, fun h y hy => ?_⟩
  · -- near zero the energy is `y` times a positive factor
    have hy0 : 0 < y := lt_of_le_of_ne hy.1 (Ne.symm hne)
    rw [sub_zero, abs_of_pos hy0, lt_div_iff₀ hpos] at hd
    have hf : 0 < D + (k - c) * U - k * U * y := by
      nlinarith [mul_nonneg (sub_nonneg.2 hck.le) hU]
    unfold energy
    nlinarith [mul_pos hy0 hf]
  · -- compare with the fully transferred state
    have h1 := h 1 ⟨zero_le_one, le_rfl⟩
    unfold energy at h1
    rw [le_div_iff₀ hc]
    linarith
  · -- both contributions to the energy are nonnegative
    rw [le_div_iff₀ hc] at h
    have h1 : 0 ≤ (D - c * U) * y := mul_nonneg (by linarith) hy.1
    have h2 : 0 ≤ k * U * y * (1 - y) :=
      mul_nonneg (mul_nonneg hkU hy.1) (by linarith [hy.2])
    unfold energy
    linarith
```

The proof has three parts. The first supplies the radius \(D/(kU+1)\), whose added 1 keeps the denominator positive at \(U=0\). There `hf` is the positivity of the bracket, and multiplying it by \(y>0\) gives the strict inequality. The second part evaluates the global inequality at \(x=1\). The third adds the two nonnegative contributions, `h1` for the linear term and `h2` for the penalty.

## When the transferred state becomes a local minimum

This equivalence needs only \(c,k>0\) and \(U\ge 0\); neither \(c<k\) nor \(D>0\) is used. Together with the previous theorem it gives the coexistence of the two branches for \(U>D/(c+k)\) under the stronger hypotheses.

```lean
/-- For `c, k > 0` and `U ≥ 0`, the fully transferred state `x = 1` is a strict local minimum
on `[0,1]` exactly when `U > D / (c + k)`. -/
theorem transferred_strictLocalMin_iff {D c k U : ℝ} (hc : 0 < c) (hk : 0 < k) (hU : 0 ≤ U) :
    StrictLocalMin (energy D c k U) 1 ↔ D / (c + k) < U := by
  have hkU : 0 ≤ k * U := mul_nonneg hk.le hU
  have hpos : 0 < k * U + 1 := by linarith
  -- energy difference in terms of the distance `t` from full transfer
  have key : ∀ t : ℝ, energy D c k U (1 - t) - energy D c k U 1
      = t * (U * (c + k) - D - k * U * t) := by
    intro t
    unfold energy
    ring
  rw [div_lt_iff₀ (add_pos hc hk)]
  constructor
  · rintro ⟨δ, hδ, h⟩
    have ht : 0 < min (δ / 2) 1 := lt_min (by linarith) one_pos
    have ht1 : min (δ / 2) 1 ≤ 1 := min_le_right _ _
    have ht2 : min (δ / 2) 1 ≤ δ / 2 := min_le_left _ _
    generalize min (δ / 2) 1 = t at ht ht1 ht2
    have hlt := h (1 - t) ⟨by linarith, by linarith⟩ (fun he => by linarith)
      (by rw [abs_lt]; constructor <;> linarith)
    have hp : 0 < t * (U * (c + k) - D - k * U * t) := by linarith [key t]
    have hq := (mul_pos_iff_of_pos_left ht).1 hp
    linarith [mul_nonneg hkU ht.le]
  · intro h
    refine ⟨(U * (c + k) - D) / (k * U + 1), div_pos (by linarith) hpos,
      fun y hy hne hd => ?_⟩
    have ht : 0 < 1 - y := sub_pos.2 (lt_of_le_of_ne hy.2 hne)
    rw [abs_sub_comm, abs_of_pos ht, lt_div_iff₀ hpos] at hd
    have hf : 0 < U * (c + k) - D - k * U * (1 - y) := by linarith
    have hkey := key (1 - y)
    rw [sub_sub_cancel] at hkey
    linarith [mul_pos ht hf]
```

The identity `key` is the factorisation in the distance \(t\) from full transfer. For the forward direction, the proof tests the local minimum at \(t=\min(\delta/2,1)\), which is positive, smaller than \(\delta\), and keeps \(1-t\) inside the interval. The energy difference there is positive, hence so is the bracket, and the threshold follows. For the reverse direction, the explicit radius of the derivation by hand makes the bracket positive.

## The bound on the ramped coordinate

The theorem holds for every step number `n`, every nonnegative schedule and every \(\eta\ge 0\). No upper limit on the step size is needed, since a long step towards zero is stopped by the projection. At \(\eta=0\) the state does not move, and the bound reduces to \(0\le x_n\le x_0\).

```lean
/-- Let `D > 0`, `0 < c < k`, `η ≥ 0`, and let all values of `U` be nonnegative. A ramp started at
`0 ≤ x₀ ≤ (k - c) / (2 k)` has, after `n` steps, a coordinate between `0` and `max 0 (x₀ - n η D)`.
-/
theorem ramp_bound {D c k η x₀ : ℝ} {U : ℕ → ℝ} (hD : 0 < D) (hc : 0 < c) (hck : c < k)
    (hη : 0 ≤ η) (hU : ∀ n, 0 ≤ U n) (h0 : 0 ≤ x₀) (hx : x₀ ≤ (k - c) / (2 * k)) (n : ℕ) :
    0 ≤ ramp D c k η U x₀ n ∧ ramp D c k η U x₀ n ≤ max 0 (x₀ - n * (η * D)) := by
  have hk : 0 < k := hc.trans hck
  have hηD : 0 ≤ η * D := mul_nonneg hη hD.le
  rw [le_div_iff₀ (by linarith : (0 : ℝ) < 2 * k)] at hx
  induction n with
  | zero => exact ⟨h0, by simp [ramp]⟩
  | succ n ih =>
    refine ⟨le_max_left _ _, ?_⟩
    change relax D c k η (U n) (ramp D c k η U x₀ n) ≤ _
    obtain ⟨-, hb⟩ := ih
    generalize ramp D c k η U x₀ n = x at hb
    have hn : 0 ≤ (n : ℝ) * (η * D) := mul_nonneg n.cast_nonneg hηD
    have hxx : x ≤ x₀ := hb.trans (max_le h0 (by linarith))
    -- in this region the slope is at least `D`, whatever the value of `U`
    have hs : D ≤ slope D c k (U n) x := by
      have h1 : 0 ≤ k - c - 2 * k * x := by nlinarith [mul_le_mul_of_nonneg_left hxx hk.le]
      unfold slope
      nlinarith [mul_nonneg (hU n) h1]
    have hstep := mul_le_mul_of_nonneg_left hs hη
    refine max_le (le_max_left _ _) ((min_le_right _ _).trans ?_)
    push_cast
    rcases le_max_iff.1 hb with h | h
    · exact le_max_of_le_left (by linarith)
    · exact le_max_of_le_right (by linarith)
```

The lower bound is part of the projection. For the upper bound, `hxx` records that the coordinate has not risen above its starting value, and `hs` is the estimate that the slope is at least \(D\). The final case distinction follows the two entries of the maximum: either the coordinate was still on its way, and the linear bound drops by another \(\eta D\), or it was already at zero and stays there.

The restriction on \(x_0\) matters. In the opening example \((k-c)/(2k)=1/4\), and at \(x=1/2\) the slope is \(-1\), so a downhill step from there goes towards transfer.

## The energy left above the minimum

The last theorem combines the arrival at zero with the energy comparison. The "excited branch" in its name is the local minimum \(x=0\) once it lies above \(x=1\) in energy. The hypothesis `hn` says that `n + 1` steps of length \(\eta D\) cover the initial distance, and `hUn` that the value of \(U\) used in the last step lies beyond the crossing.

```lean
/-- Let `D > 0`, `0 < c < k`, `η ≥ 0`, all `U` values nonnegative and `0 ≤ x₀ ≤ (k - c) / (2 k)`. If
`n + 1` steps of length `η D` cover `x₀` and `U n > D / c`, the ramp is at `x = 0` after `n + 1`
steps, while at parameter `U n` the state `x = 1` is a global minimum on `[0,1]`, lower by
`c U n - D`. -/
theorem ramp_follows_excited_branch {D c k η x₀ : ℝ} {U : ℕ → ℝ} (hD : 0 < D) (hc : 0 < c)
    (hck : c < k) (hη : 0 ≤ η) (hU : ∀ n, 0 ≤ U n) (h0 : 0 ≤ x₀)
    (hx : x₀ ≤ (k - c) / (2 * k)) (n : ℕ) (hn : x₀ ≤ (n + 1) * (η * D))
    (hUn : D / c < U n) :
    ramp D c k η U x₀ (n + 1) = 0 ∧
      (∀ y ∈ Icc (0 : ℝ) 1, energy D c k (U n) 1 ≤ energy D c k (U n) y) ∧
      energy D c k (U n) (ramp D c k η U x₀ (n + 1)) - energy D c k (U n) 1
        = c * U n - D := by
  obtain ⟨hl, hr⟩ := ramp_bound hD hc hck hη hU h0 hx (n + 1)
  have hz : ramp D c k η U x₀ (n + 1) = 0 := by
    refine le_antisymm (hr.trans (max_le le_rfl ?_)) hl
    push_cast
    linarith
  rw [div_lt_iff₀ hc] at hUn
  refine ⟨hz, fun y hy => ?_, ?_⟩
  · have h1 : 0 ≤ (c * U n - D) * (1 - y) :=
      mul_nonneg (by linarith) (by linarith [hy.2])
    have h2 : 0 ≤ k * U n * y * (1 - y) :=
      mul_nonneg (mul_nonneg (mul_nonneg (hc.trans hck).le (hU n)) hy.1) (by linarith [hy.2])
    unfold energy
    linarith
  · rw [hz]
    unfold energy
    ring

end

end HubbardMetastableOccupation
```

The conclusion has three components: the ramped state is exactly \(x=0\), the state \(x=1\) has the lowest energy on \([0,1]\), and the difference between the two energies is \(cU_n-D\). The first follows from `ramp_bound` at `n + 1`, where the maximum has become zero. The second uses the same split into two nonnegative terms as the derivation by hand, and the third is direct evaluation at the endpoints. In the opening example, with \(x_0=1/4\), \(\eta=1/4\) and \(U_0=2\), the theorem applies at `n = 0` and gives the excess energy 1.

```lean
#print axioms HubbardMetastableOccupation.hasDerivAt_energy
-- 'HubbardMetastableOccupation.hasDerivAt_energy' depends on axioms: [propext, Classical.choice, Quot.sound]
#print axioms HubbardMetastableOccupation.untransferred_metastable
-- 'HubbardMetastableOccupation.untransferred_metastable' depends on axioms: [propext, Classical.choice, Quot.sound]
#print axioms HubbardMetastableOccupation.transferred_strictLocalMin_iff
-- 'HubbardMetastableOccupation.transferred_strictLocalMin_iff' depends on axioms: [propext, Classical.choice, Quot.sound]
#print axioms HubbardMetastableOccupation.ramp_follows_excited_branch
-- 'HubbardMetastableOccupation.ramp_follows_excited_branch' depends on axioms: [propext, Classical.choice, Quot.sound]
```
